# At equal temperature, the free energies of two Hermitian operators on a finite-dimensional space differ by at most the operator norm of their difference

**Q.** Before any inequality, tell me what your Hamiltonians are. I see a Lean file, and I want to know which physical objects it talks about.

**A.** The state space is a complex inner-product space, called `E` in the code; in the formulas \(E_k\) is an energy. A Hamiltonian is represented by a continuous linear map `E →L[ℂ] E`, and the theorems on free energies assume that this map is Hermitian and that the space has finite dimension. This type carries the operator norm
\[
\|A\| = \sup_{\|x\|=1}\|Ax\| ,
\]
which for a matrix acting on \(\mathbb C^n\) is the largest singular value, not the Frobenius norm. The inner product \(\langle x,y\rangle\) is linear in \(y\), as in Dirac notation.

```lean
import Mathlib

open Module

noncomputable section

namespace FreeEnergyStability

variable {E : Type*} [NormedAddCommGroup E] [InnerProductSpace ℂ E]
```

**Q.** And the thermodynamics?

**A.** It is canonical and starts from a list of \(n\) real levels \(E_k\), with repetitions allowed. The parameter \(\beta\) is the inverse temperature \(1/(k_BT)\), and the partition function is
\[
Z = \sum_k e^{-\beta E_k}.
\]

```lean
/-- The canonical partition function `∑ exp(-β E_k)` of a finite list of energy levels. -/
def partitionFunction {n : ℕ} (β : ℝ) (levels : Fin n → ℝ) : ℝ :=
  ∑ k, Real.exp (-β * levels k)
```

The free energy is \(F=-\tfrac1\beta\log Z\).

```lean
/-- The free energy `-(1/β) log ∑ exp(-β E_k)` of a nonempty finite list of energy levels,
for `β ≠ 0`. -/
def freeEnergy {n : ℕ} (β : ℝ) (levels : Fin n → ℝ) : ℝ :=
  -(1 / β) * Real.log (partitionFunction β levels)
```

**Q.** I would have written \(Z=\operatorname{Tr}e^{-\beta H}\). Where is the operator exponential?

**A.** It doesn't appear. Taking the trace in an eigenbasis of \(H\) turns your expression into the sum over levels, and the file begins with that sum. The link to the operator is made in the theorems, where the list is `hA.eigenvalues hn`: the eigenvalues of \(A\), counted with multiplicity. Their order is irrelevant, since they enter only through a sum.

The last definition is the quadratic form
\[
M_A(x)=\operatorname{Re}\langle x,Ax\rangle .
\]
For Hermitian \(A\) and \(\|x\|=1\) this is the mean energy. For a nonzero vector that is not normalised, the mean energy is \(M_A(x)/\|x\|^2\).

```lean
/-- The quadratic form `Re ⟨x, A x⟩`, which is the mean energy when `A` is Hermitian and
`x` is normalised. -/
def meanEnergy (A : E →L[ℂ] E) (x : E) : ℝ := (inner ℂ x (A x)).re
```

**Q.** Now state the claim.

**A.** Let \(A\) and \(B\) be Hermitian on the same space of dimension \(n\ge1\), and let \(\beta>0\). Then
\[
|F(A)-F(B)|\le\|A-B\| .
\]
Neither \(\beta\) nor \(n\) appears on the right, and \(A\) and \(B\) need not commute.

**Q.** That last part worries me. If they don't commute, they have no common eigenbasis. How do you then compare their Boltzmann factors?

**A.** Weyl's inequality for the ordered eigenvalues would allow a comparison level by level. Here the overlaps between the two eigenbases do the comparing instead. Let \(v_j\) be the orthonormal eigenvectors of \(B\), with levels \(b_j\). Insert a resolution of the identity and move \(B\) to the left:
\[
\langle x,Bx\rangle=\sum_j\langle x,v_j\rangle\langle v_j,Bx\rangle
=\sum_j\langle x,v_j\rangle\langle Bv_j,x\rangle
=\sum_j|\langle v_j,x\rangle|^2\,b_j .
\]
For a normalised \(x\) the weights are the measurement probabilities, and the mean energy is the average of the levels with these weights.

The Lean proof follows the same line. `sum_inner_mul_inner` inserts the identity, `hs` uses the symmetry of \(B\), and `hv` is the eigenvalue equation. The hypothesis `hB`, that the underlying linear map is symmetric, is how the file says "Hermitian", and `hn` says that the dimension is \(n\).

```lean
variable [FiniteDimensional ℂ E] {n : ℕ} {A B : E →L[ℂ] E}

/-- The quadratic form `Re ⟨x, B x⟩` of a Hermitian operator `B` on a finite-dimensional space is
the sum of its levels weighted by the squared overlaps of `x` with the eigenvectors. -/
theorem meanEnergy_eq_sum (hB : (B : E →ₗ[ℂ] E).IsSymmetric) (hn : finrank ℂ E = n) (x : E) :
    meanEnergy B x =
      ∑ j, ‖inner ℂ (hB.eigenvectorBasis hn j) x‖ ^ 2 * hB.eigenvalues hn j := by
  unfold meanEnergy
  -- insert a resolution of the identity in the eigenbasis
  rw [← (hB.eigenvectorBasis hn).sum_inner_mul_inner x (B x), Complex.re_sum]
  refine Finset.sum_congr rfl fun j _ => ?_
  have hv : B (hB.eigenvectorBasis hn j)
      = ((hB.eigenvalues hn j : ℝ) : ℂ) • hB.eigenvectorBasis hn j :=
    hB.apply_eigenvectorBasis hn j
  have hs : inner ℂ (hB.eigenvectorBasis hn j) (B x)
      = inner ℂ (B (hB.eigenvectorBasis hn j)) x := (hB _ _).symm
  rw [hs, hv, inner_smul_left, Complex.conj_ofReal,
    ← inner_conj_symm x (hB.eigenvectorBasis hn j), mul_left_comm, Complex.conj_mul',
    Complex.re_ofReal_mul, ← Complex.ofReal_pow, Complex.ofReal_re, mul_comm]
```

**Q.** An average of energies is still not a Boltzmann factor.

**A.** Convexity of the exponential connects them. Take any orthonormal basis \(u_i\) and set \(p_{ij}=|\langle v_j,u_i\rangle|^2\). Since \(u_i\) is normalised, \(\sum_j p_{ij}=1\), and Jensen's inequality gives
\[
e^{-\beta M_B(u_i)}=\exp\Big(\sum_j p_{ij}(-\beta b_j)\Big)\le\sum_j p_{ij}\,e^{-\beta b_j}.
\]
Now sum over \(i\). Since \(v_j\) is normalised too, \(\sum_i p_{ij}=1\), and therefore
\[
\sum_i e^{-\beta M_B(u_i)}\le\sum_j e^{-\beta b_j}=Z_B .
\]
This is the Peierls inequality, stated here for a complete orthonormal basis in finite dimension. It holds for every real \(\beta\).

In the code, `jensen` is the first display, obtained from `convexOn_exp.map_sum_le`. Then `Finset.sum_comm` exchanges the two sums, and `sum_sq_norm_inner_left` supplies the normalisation over \(i\).

```lean
/-- Peierls inequality: in any orthonormal basis, the Boltzmann factors of the mean energies
of a Hermitian operator sum to at most its partition function. -/
theorem peierls_inequality (hB : (B : E →ₗ[ℂ] E).IsSymmetric) (hn : finrank ℂ E = n)
    (β : ℝ) (u : OrthonormalBasis (Fin n) ℂ E) :
    ∑ i, Real.exp (-β * meanEnergy B (u i)) ≤ partitionFunction β (hB.eigenvalues hn) := by
  set v := hB.eigenvectorBasis hn with hv
  -- Jensen's inequality for each basis state
  have jensen : ∀ i, Real.exp (-β * meanEnergy B (u i)) ≤
      ∑ j, ‖inner ℂ (v j) (u i)‖ ^ 2 * Real.exp (-β * hB.eigenvalues hn j) := by
    intro i
    have hw : ∑ j, ‖inner ℂ (v j) (u i)‖ ^ 2 = 1 := by
      rw [v.sum_sq_norm_inner_right, u.orthonormal.1 i, one_pow]
    have h := convexOn_exp.map_sum_le (t := Finset.univ)
      (w := fun j => ‖inner ℂ (v j) (u i)‖ ^ 2)
      (p := fun j => -β * hB.eigenvalues hn j)
      (fun j _ => sq_nonneg _) hw (fun j _ => Set.mem_univ _)
    simp only [smul_eq_mul] at h
    have he : -β * meanEnergy B (u i) =
        ∑ j, ‖inner ℂ (v j) (u i)‖ ^ 2 * (-β * hB.eigenvalues hn j) := by
      rw [meanEnergy_eq_sum hB hn, Finset.mul_sum]
      exact Finset.sum_congr rfl fun j _ => by ring
    rw [he]
    exact h
  refine (Finset.sum_le_sum fun i _ => jensen i).trans (le_of_eq ?_)
  -- the squared overlaps also sum to one over the basis states
  rw [Finset.sum_comm]
  unfold partitionFunction
  refine Finset.sum_congr rfl fun j _ => ?_
  rw [← Finset.sum_mul, u.sum_sq_norm_inner_left, v.orthonormal.1 j, one_pow, one_mul]
```

**Q.** So a trial basis never overestimates \(Z_B\), and hence never underestimates \(F(B)\) when \(\beta>0\). How does \(A\) come in?

**A.** Its eigenbasis is the trial basis. Let \(u_i\) now be the eigenvectors of \(A\), with levels \(a_i\), so that \(M_A(u_i)=a_i\). Suppose that for some real \(c\), of either sign,
\[
M_B(x)\le M_A(x)+c\,\|x\|^2\quad\text{for all }x .
\]
In a normalised state this says that the mean energy of \(B\) exceeds that of \(A\) by at most \(c\). In particular \(M_B(u_i)\le a_i+c\), and since \(\beta>0\),
\[
e^{-\beta c}Z_A=\sum_i e^{-\beta(a_i+c)}\le\sum_i e^{-\beta M_B(u_i)}\le Z_B .
\]
Both sides are positive, so take logarithms:
\[
-\beta c+\log Z_A\le\log Z_B .
\]
Multiplying by \(-1/\beta\) reverses the inequality and gives \(F(B)\le F(A)+c\).

In the proof below, `hmean` is \(M_A(u_i)=a_i\), `hZ` is the chain of inequalities for the partition functions, and `hlog` is its logarithm. The assumption `[NeZero n]` says \(n\ge1\). It provides at least one level, so that \(Z_A>0\), which is `hpos`.

```lean
/-- On a space of finite dimension `n ≥ 1`, if the quadratic form of a Hermitian `B` exceeds that of
a Hermitian `A` by at most `c ‖x‖²` for every vector `x`, then at every positive temperature the
free energy of `B` exceeds that of `A` by at most `c`. -/
theorem freeEnergy_le_add [NeZero n] (hA : (A : E →ₗ[ℂ] E).IsSymmetric)
    (hB : (B : E →ₗ[ℂ] E).IsSymmetric) (hn : finrank ℂ E = n) {β : ℝ} (hβ : 0 < β) {c : ℝ}
    (h : ∀ x, meanEnergy B x ≤ meanEnergy A x + c * ‖x‖ ^ 2) :
    freeEnergy β (hB.eigenvalues hn) ≤ freeEnergy β (hA.eigenvalues hn) + c := by
  set u := hA.eigenvectorBasis hn with hu
  have hmean : ∀ i, meanEnergy A (u i) = hA.eigenvalues hn i := by
    intro i
    have h1 : A (u i) = ((hA.eigenvalues hn i : ℝ) : ℂ) • u i :=
      hA.apply_eigenvectorBasis hn i
    have h2 : inner ℂ (u i) (u i) = (1 : ℂ) := by
      rw [orthonormal_iff_ite.mp u.orthonormal i i, if_pos rfl]
    rw [meanEnergy, h1, inner_smul_right, h2, mul_one, Complex.ofReal_re]
  -- Peierls inequality for `B` in the eigenbasis of `A`
  have hZ : Real.exp (-β * c) * partitionFunction β (hA.eigenvalues hn) ≤
      partitionFunction β (hB.eigenvalues hn) := by
    refine le_trans ?_ (peierls_inequality hB hn β u)
    unfold partitionFunction
    rw [Finset.mul_sum]
    refine Finset.sum_le_sum fun i _ => ?_
    rw [← Real.exp_add]
    apply Real.exp_le_exp.mpr
    have hi := h (u i)
    rw [hmean i, u.orthonormal.1 i] at hi
    nlinarith [mul_le_mul_of_nonneg_left hi hβ.le]
  have hpos : 0 < partitionFunction β (hA.eigenvalues hn) :=
    Finset.sum_pos (fun i _ => Real.exp_pos _) ⟨0, Finset.mem_univ _⟩
  have hlog := Real.log_le_log (mul_pos (Real.exp_pos _) hpos) hZ
  rw [Real.log_mul (Real.exp_pos _).ne' hpos.ne', Real.log_exp] at hlog
  have hm := mul_le_mul_of_nonneg_left hlog (one_div_pos.mpr hβ).le
  have hc : 1 / β * (-β * c) = -c := by field_simp
  rw [mul_add, hc] at hm
  unfold freeEnergy
  linarith
```

**Q.** You have assumed a bound on the mean energies. Where does the operator norm enter?

**A.** It supplies the constant \(c\). By Cauchy–Schwarz and the definition of the norm,
\[
M_B(x)-M_A(x)=\operatorname{Re}\langle x,(B-A)x\rangle\le\|x\|\,\|(B-A)x\|\le\|B-A\|\,\|x\|^2 .
\]
In the code, `h1` is the equality, `h2` bounds the real part by the modulus, `h3` is Cauchy–Schwarz, and `h4` uses the operator norm. This step needs neither Hermiticity nor finite dimension, which is why the latter assumption is omitted.

```lean
omit [FiniteDimensional ℂ E] in
/-- The quadratic form of a bounded operator `B` exceeds that of a bounded operator `A` by at most
`‖B - A‖ ‖x‖²`. -/
theorem meanEnergy_le_add_norm (A B : E →L[ℂ] E) (x : E) :
    meanEnergy B x ≤ meanEnergy A x + ‖B - A‖ * ‖x‖ ^ 2 := by
  have h1 : meanEnergy B x - meanEnergy A x = (inner ℂ x ((B - A) x)).re := by
    rw [sub_apply, inner_sub_right, Complex.sub_re, meanEnergy, meanEnergy]
  have h2 := (le_abs_self _).trans (Complex.abs_re_le_norm (inner ℂ x ((B - A) x)))
  have h3 := norm_inner_le_norm (𝕜 := ℂ) x ((B - A) x)
  have h4 := mul_le_mul_of_nonneg_left ((B - A).le_opNorm x) (norm_nonneg x)
  nlinarith
```

**Q.** That bounds \(F(B)-F(A)\) from above. You promised an absolute value.

**A.** Exchange the roles of the operators. The comparison with \(c=\|A-B\|\) gives both
\[
F(A)\le F(B)+\|A-B\|\qquad\text{and}\qquad F(B)\le F(A)+\|A-B\| .
\]
These are `h1` and `h2` below, and `abs_le` joins them.

```lean
/-- The free energies of two Hermitian operators on a space of dimension `n ≥ 1` differ by at
most the operator norm of their difference, at every positive temperature. -/
theorem abs_freeEnergy_sub_le [NeZero n] (hA : (A : E →ₗ[ℂ] E).IsSymmetric)
    (hB : (B : E →ₗ[ℂ] E).IsSymmetric) (hn : finrank ℂ E = n) {β : ℝ} (hβ : 0 < β) :
    |freeEnergy β (hA.eigenvalues hn) - freeEnergy β (hB.eigenvalues hn)| ≤ ‖A - B‖ := by
  have h1 := freeEnergy_le_add hB hA hn hβ (meanEnergy_le_add_norm B A)
  have h2 := freeEnergy_le_add hA hB hn hβ (meanEnergy_le_add_norm A B)
  rw [norm_sub_rev B A] at h2
  exact abs_le.mpr ⟨by linarith, by linarith⟩
```

**Q.** Read me that statement as physics, including what it leaves out.

**A.** Two Hermitian Hamiltonians act on the same space of finite dimension \(n\ge1\) and are held at the same inverse temperature \(\beta>0\). Their free energies, computed from their complete lists of eigenvalues, differ by at most the operator norm of the difference of the Hamiltonians.

The theorem does not treat infinite-dimensional spaces, the limit \(\beta\to\infty\), or two systems at different temperatures. For simulation practice it means that, within a fixed finite orthonormal basis, a Hermitian error \(\delta H\) in the matrix of the Hamiltonian of the whole system changes the canonical free energy by at most \(\|\delta H\|\); it gives no estimate of the error made by choosing that basis. For \(N\) electrons this matrix acts on \(N\)-electron states. An error \(\delta h\) in a one-electron matrix enters \(\delta H\) once for each electron, so \(\|\delta H\|\) can be as large as \(N\|\delta h\|\), as it is for a constant shift.

**Q.** A bound in which \(n\) does not appear sounds too good for a many-body system.

**A.** The bound has no explicit factor of \(n\), but the norm itself can grow with the system. If the perturbation is the same field term on each of \(N\) spins, its norm is proportional to \(N\). The bound on the change in the total free energy then grows like \(N\), and the bound on the change per spin stays fixed.

**Q.** Could the right-hand side carry a smaller constant, say one half?

**A.** No, and a change of the energy zero shows it. Let \(B=A+c\,I\) with \(c\) real and \(I\) the identity. Every level moves by \(c\), so
\[
Z_B=\sum_k e^{-\beta(a_k+c)}=e^{-\beta c}Z_A,\qquad F(B)=F(A)+c .
\]
Lean takes a slightly different route, which avoids matching the two lists of eigenvalues. From \(M_B(x)=M_A(x)+c\|x\|^2\), which is `hx`, it applies the comparison theorem twice: once with \(c\), giving \(F(B)\le F(A)+c\), and once with the operators exchanged and \(-c\), giving \(F(A)\le F(B)-c\). Together they force equality.

```lean
/-- Adding a real constant `c` to a Hermitian operator on a space of dimension `n ≥ 1` adds
`c` to its free energy at every positive temperature. -/
theorem freeEnergy_shift [NeZero n] (hA : (A : E →ₗ[ℂ] E).IsSymmetric)
    (hB : (B : E →ₗ[ℂ] E).IsSymmetric) (hn : finrank ℂ E = n) {β : ℝ} (hβ : 0 < β) {c : ℝ}
    (hAB : B = A + (c : ℂ) • ContinuousLinearMap.id ℂ E) :
    freeEnergy β (hB.eigenvalues hn) = freeEnergy β (hA.eigenvalues hn) + c := by
  have hx : ∀ x, meanEnergy B x = meanEnergy A x + c * ‖x‖ ^ 2 := by
    intro x
    have h1 : B x = A x + (c : ℂ) • x := by rw [hAB]; rfl
    have h2 : (inner ℂ x x).re = ‖x‖ ^ 2 := inner_self_eq_norm_sq (𝕜 := ℂ) x
    rw [meanEnergy, h1, inner_add_right, inner_smul_right, Complex.add_re,
      Complex.re_ofReal_mul, h2, meanEnergy]
  have up := freeEnergy_le_add hA hB hn hβ (c := c) fun x => (hx x).le
  have down := freeEnergy_le_add hB hA hn hβ (c := -c) fun x => by linarith [hx x]
  linarith
```

**Q.** You assume there that \(B\) is Hermitian, although it follows from the form of \(B\).

**A.** It does follow, because \(c\) is real. The hypothesis `hB` is there because the expression `hB.eigenvalues hn` needs it to name the levels of \(B\), and it excludes no case.

What remains is the norm. Since \(n\ge1\), the space contains a nonzero vector and \(\|I\|=1\). Hence
\[
\|A-B\|=\|c\,I\|=|c|=|F(A)-F(B)| .
\]
The bound is attained at every positive temperature and in every dimension \(n\ge1\), so no constant below one would do. In the proof, `Nontrivial E` records the nonzero vector, `freeEnergy_shift` evaluates the left-hand side, and `norm_smul` with `ContinuousLinearMap.norm_id` evaluates the right.

```lean
/-- The operator-norm bound is sharp: for two Hermitian operators that differ by a real
constant, on a space of dimension `n ≥ 1`, it is an equality at every positive temperature. -/
theorem abs_freeEnergy_sub_eq_of_shift [NeZero n] (hA : (A : E →ₗ[ℂ] E).IsSymmetric)
    (hB : (B : E →ₗ[ℂ] E).IsSymmetric) (hn : finrank ℂ E = n) {β : ℝ} (hβ : 0 < β) {c : ℝ}
    (hAB : B = A + (c : ℂ) • ContinuousLinearMap.id ℂ E) :
    |freeEnergy β (hA.eigenvalues hn) - freeEnergy β (hB.eigenvalues hn)| = ‖A - B‖ := by
  have : Nontrivial E :=
    Module.nontrivial_of_finrank_pos (R := ℂ) (by rw [hn]; exact Nat.pos_of_neZero n)
  have hd : B - A = (c : ℂ) • ContinuousLinearMap.id ℂ E := by rw [hAB, add_sub_cancel_left]
  rw [freeEnergy_shift hA hB hn hβ hAB, norm_sub_rev, hd, norm_smul,
    ContinuousLinearMap.norm_id, mul_one, Complex.norm_real, Real.norm_eq_abs, abs_sub_comm,
    add_sub_cancel_left]

end FreeEnergyStability
```

```lean
#print axioms FreeEnergyStability.abs_freeEnergy_sub_le
-- 'FreeEnergyStability.abs_freeEnergy_sub_le' depends on axioms: [propext, Classical.choice, Quot.sound]
#print axioms FreeEnergyStability.abs_freeEnergy_sub_eq_of_shift
-- 'FreeEnergyStability.abs_freeEnergy_sub_eq_of_shift' depends on axioms: [propext, Classical.choice, Quot.sound]
```

**Q.** Then my objection about commutativity is answered, but I would still use the norm with care. A perturbation can be large only on states that are hardly occupied.

**A.** That is a fair reading. The norm looks at the worst normalised state, whatever its thermal weight, so the actual change in free energy can be much smaller than the bound. If you know a one-sided estimate of the mean energies, `freeEnergy_le_add` takes it directly: a positive semidefinite perturbation, for instance, satisfies \(M_A(x)\le M_B(x)\) for all \(x\), and the theorem with \(c=0\) and the roles exchanged gives \(F(A)\le F(B)\).
